# Under spinor transformations that act linearly on the gammas, γ5 is a pseudoscalar and γ^μγ5 an axial vector

## The Clifford algebra and its conventions

Let $A$ be an associative complex algebra with unit. It may be an algebra of matrices, but no representation is chosen. In the code it is the type `A`, and Greek indices run over `Fin 4`, with 0 the time index.

In Lean 4 with Mathlib:

```lean
import Mathlib

open Matrix

namespace DiracBilinearCovariance

noncomputable section

variable {A : Type*} [Ring A] [Algebra ℂ A]
```

The metric has signature $(+,-,-,-)$: $\eta=\mathrm{diag}(1,-1,-1,-1)$.

```lean
/-- The Minkowski metric diag(1, -1, -1, -1). -/
def eta : Matrix (Fin 4) (Fin 4) ℝ := Matrix.diagonal fun μ => if μ = 0 then 1 else -1
```

Four elements $\gamma^\mu$ of $A$ are gammas if
$$\gamma^\mu\gamma^\nu+\gamma^\nu\gamma^\mu=2\eta^{\mu\nu}\,1 .$$

```lean
/-- The Clifford relations: the anticommutator of two gammas is twice the metric. -/
def IsGamma (γ : Fin 4 → A) : Prop :=
  ∀ μ ν, γ μ * γ ν + γ ν * γ μ = (2 * ((eta μ ν : ℝ) : ℂ)) • (1 : A)
```

For $\mu\neq\nu$ the right side vanishes, so different gammas anticommute. This property gets its own name because the conjugated gammas share it.

```lean
/-- Different members of the family anticommute. -/
def Anticommuting (g : Fin 4 → A) : Prop := ∀ i j, i ≠ j → g i * g j = -(g j * g i)
```

The ordered product of four elements is $Q(g)=g_0g_1g_2g_3$.

```lean
/-- The ordered product of four elements. -/
def quad (g : Fin 4 → A) : A := g 0 * g 1 * g 2 * g 3
```

The chirality element is $\gamma_5=i\gamma^0\gamma^1\gamma^2\gamma^3=i\,Q(\gamma)$.

```lean
/-- The chirality element, i times the ordered product of the four gammas. -/
def gamma5 (γ : Fin 4 → A) : A := Complex.I • quad γ
```

A spinor transformation is an invertible element $S$, of type `Aˣ`. It implements a real matrix $L$ if
$$S^{-1}\gamma^\mu S=\sum_\nu L^\mu{}_\nu\gamma^\nu .$$
This is the condition under which the Dirac equation keeps its form when the spinor changes by $S$ and the coordinates by $L$. It is a hypothesis here: no $S$ is constructed for a given $L$, and $L$ is not assumed to be a Lorentz matrix.

```lean
/-- The spinor transformation `S` implements the real matrix `L` on the gammas. -/
def Implements (γ : Fin 4 → A) (S : Aˣ) (L : Matrix (Fin 4) (Fin 4) ℝ) : Prop :=
  ∀ μ, (↑S⁻¹ : A) * γ μ * (S : A) = ∑ ν, ((L μ ν : ℝ) : ℂ) • γ ν
```

## Reordering four anticommuting factors

Exchanging two factors of $Q(g)$ reverses its sign. For the outer pair, for instance, moving $g_3$ to the front takes three exchanges of neighbours and moving $g_0$ to the end takes two more, five in all. Every permutation $\sigma$ is a product of exchanges, hence
$$g_{\sigma(0)}g_{\sigma(1)}g_{\sigma(2)}g_{\sigma(3)}=\mathrm{sgn}(\sigma)\,g_0g_1g_2g_3 .$$
The proof is an induction on exchanges. The step `h2` checks each possible exchange by applying the anticommutation rules.

```lean
/-- Reordering a product of four anticommuting elements multiplies it by the sign of the
permutation. -/
theorem quad_perm (σ : Equiv.Perm (Fin 4)) : ∀ g : Fin 4 → A, Anticommuting g →
    quad (g ∘ σ) = ((Equiv.Perm.sign σ : ℤ) : ℂ) • quad g := by
  refine Equiv.Perm.swap_induction_on σ ?_ ?_
  · intro g _
    simp [quad]
  · intro f x y hxy ih g hg
    have h1 := ih (g ∘ Equiv.swap x y)
      (fun i j hij => hg _ _ ((Equiv.swap x y).injective.ne hij))
    -- a single exchange reverses the sign
    have h2 : quad (g ∘ Equiv.swap x y) = -quad g := by
      have t : ∀ i j, i ≠ j → ∀ z, g i * (g j * z) = -(g j * (g i * z)) := by
        intro i j h z
        rw [← mul_assoc, hg i j h, neg_mul, mul_assoc]
      fin_cases x <;> fin_cases y <;>
        simp [quad, Equiv.swap_apply_def, mul_assoc, hg 1 0, hg 2 0, hg 3 0, hg 2 1, hg 3 1,
          hg 3 2, t 1 0, t 2 0, t 2 1] at hxy ⊢
    change quad ((g ∘ Equiv.swap x y) ∘ f) = _
    rw [h1, h2, Equiv.Perm.sign_mul, Equiv.Perm.sign_swap hxy]
    simp
```

## A linear mixture multiplies the product by a determinant

Let $g_i=\sum_a M_{ia}\gamma^a$, and suppose that the $g_i$ anticommute too. By the previous result all 24 signed reorderings of $Q(g)$ are equal. Adding them and expanding in the gammas gives
$$24\,Q(g)=\sum_\sigma \mathrm{sgn}(\sigma)\prod_i g_{\sigma(i)}=\sum_f \det\big(M_{i f(j)}\big)\,\gamma^{f(0)}\gamma^{f(1)}\gamma^{f(2)}\gamma^{f(3)},$$
where the product over $i$ is taken in order and $f$ runs over all maps of the four indices to themselves.

If $f$ repeats an index, the determinant has two equal columns and vanishes. If $f$ is a permutation, the determinant is $\mathrm{sgn}(f)\det M$ and the product of gammas is $\mathrm{sgn}(f)\,Q(\gamma)$, so the signs cancel. The 24 permutations contribute $24\det M\,Q(\gamma)$, and therefore
$$Q(g)=\det M\;Q(\gamma).$$

In the code, `expand` is the multilinear expansion and `key` is the summed identity for a general matrix. The injective maps are not counted: `k1` applies `key` to the identity matrix, which shows that their sum is $24\,Q(\gamma)$.

```lean
/-- If four anticommuting elements are mixed linearly into four elements that again anticommute,
their ordered product is multiplied by the determinant of the mixing matrix. -/
theorem quad_det (γ : Fin 4 → A) (hγ : Anticommuting γ) (M : Matrix (Fin 4) (Fin 4) ℂ)
    (g : Fin 4 → A) (hM : ∀ i, g i = ∑ a, M i a • γ a) (hg : Anticommuting g) :
    quad g = M.det • quad γ := by
  have sgn : ∀ σ : Equiv.Perm (Fin 4),
      ((Equiv.Perm.sign σ : ℤ) : ℂ) * ((Equiv.Perm.sign σ : ℤ) : ℂ) = 1 := by
    intro σ
    rcases Int.units_eq_one_or (Equiv.Perm.sign σ) with h | h <;> simp [h]
  have hq : ∀ v : Fin 4 → A, MultilinearMap.mkPiAlgebraFin ℂ 4 A v = quad v := by
    intro v
    simp [MultilinearMap.mkPiAlgebraFin_apply, List.ofFn_succ, quad, mul_assoc]
  have key : ∀ (N : Matrix (Fin 4) (Fin 4) ℂ) (u : Fin 4 → A),
      (∀ i, u i = ∑ a, N i a • γ a) → Anticommuting u →
      (Fintype.card (Equiv.Perm (Fin 4)) : ℂ) • quad u =
        N.det • ∑ f : Fin 4 → Fin 4, if Function.Injective f then quad γ else 0 := by
    intro N u hu hau
    have expand : ∀ σ : Equiv.Perm (Fin 4), quad (u ∘ σ) =
        ∑ f : Fin 4 → Fin 4, (∏ i, N (σ i) (f i)) • quad (γ ∘ f) := by
      intro σ
      have e : u ∘ σ = fun i => ∑ a, N (σ i) a • γ a := funext fun i => hu (σ i)
      rw [e, ← hq, MultilinearMap.map_sum]
      refine Finset.sum_congr rfl fun f _ => ?_
      exact (MultilinearMap.map_smul_univ _ (fun i => N (σ i) (f i)) (fun i => γ (f i))).trans
        (by simp only [hq, Function.comp_def])
    have h1 : ∀ σ : Equiv.Perm (Fin 4),
        ((Equiv.Perm.sign σ : ℤ) : ℂ) • quad (u ∘ σ) = quad u := fun σ => by
      rw [quad_perm σ u hau, smul_smul, sgn, one_smul]
    calc _ = ∑ σ : Equiv.Perm (Fin 4), ((Equiv.Perm.sign σ : ℤ) : ℂ) • quad (u ∘ σ) := by
          rw [Finset.sum_congr rfl fun σ _ => h1 σ, Finset.sum_const, Finset.card_univ,
            Nat.cast_smul_eq_nsmul ℂ]
      _ = ∑ f : Fin 4 → Fin 4, (N.submatrix id f).det • quad (γ ∘ f) := by
          simp_rw [expand, Finset.smul_sum, smul_smul]
          rw [Finset.sum_comm]
          refine Finset.sum_congr rfl fun f _ => ?_
          simp only [← Finset.sum_smul, Matrix.det_apply', Matrix.submatrix_apply, id_eq]
      _ = _ := by
          rw [Finset.smul_sum]
          refine Finset.sum_congr rfl fun f _ => ?_
          by_cases hf : Function.Injective f
          · let τ := Equiv.ofBijective f (Finite.injective_iff_bijective.mp hf)
            have hd := Matrix.det_permute' τ N
            have hp := quad_perm τ γ hγ
            change (N.submatrix id f).det = _ at hd
            change quad (γ ∘ f) = _ at hp
            rw [if_pos hf, hd, hp, smul_smul, mul_right_comm, sgn, one_mul]
          · -- a repeated index gives two equal columns
            obtain ⟨i, j, hij, hne⟩ := Function.not_injective_iff.mp hf
            have hd : (N.submatrix id f).det = 0 :=
              Matrix.det_zero_of_column_eq hne (fun k => by simp [hij])
            rw [if_neg hf, smul_zero, hd, zero_smul]
  -- the identity matrix fixes the normalisation
  have k1 := key 1 γ (fun i => by simp [Matrix.one_apply]) hγ
  rw [Matrix.det_one, one_smul] at k1
  have hc : (Fintype.card (Equiv.Perm (Fin 4)) : ℂ) ≠ 0 :=
    Nat.cast_ne_zero.mpr Fintype.card_ne_zero
  rw [← inv_smul_smul₀ hc (quad g), key M g hM hg, ← k1,
    smul_comm M.det (Fintype.card (Equiv.Perm (Fin 4)) : ℂ), inv_smul_smul₀ hc]
```

## The Lorentz condition

Conjugation preserves products, so the elements $S^{-1}\gamma^\mu S$ obey the same Clifford relations. Inserting their expansions gives
$$2\eta^{\mu\nu}\,1=\sum_{a,b}L^\mu{}_aL^\nu{}_b\,(\gamma^a\gamma^b+\gamma^b\gamma^a)=2\,(L\eta L^T)^{\mu\nu}\,1 .$$
If $1\neq0$ in $A$, the coefficients agree and $L\eta L^T=\eta$. The hypothesis `Nontrivial A` supplies $1\neq 0$; in the zero algebra every $L$ would be implemented. The steps `h1` to `h3` follow this comparison, and `h5` recognises the double sum as a matrix product.

```lean
/-- In a nontrivial algebra, a real matrix implemented on the gammas by a spinor transformation
preserves the Minkowski metric. -/
theorem lorentz_condition [Nontrivial A] {γ : Fin 4 → A} (hγ : IsGamma γ) {S : Aˣ}
    {L : Matrix (Fin 4) (Fin 4) ℝ} (hS : Implements γ S L) : L * eta * Lᵀ = eta := by
  ext μ ν
  have hc : ∀ a b, (↑S⁻¹ : A) * a * S * (↑S⁻¹ * b * S) = ↑S⁻¹ * (a * b) * S := by
    intro a b
    simp [mul_assoc]
  -- the conjugated gammas obey the same Clifford relations
  have h1 : (↑S⁻¹ : A) * γ μ * S * (↑S⁻¹ * γ ν * S) + ↑S⁻¹ * γ ν * S * (↑S⁻¹ * γ μ * S)
      = (2 * ((eta μ ν : ℝ) : ℂ)) • (1 : A) := by
    rw [hc, hc, ← add_mul, ← mul_add, hγ μ ν]
    simp
  have h2 : (∑ b, ((L ν b : ℝ) : ℂ) • γ b) * (∑ a, ((L μ a : ℝ) : ℂ) • γ a)
      = ∑ a, ∑ b, (((L μ a : ℝ) : ℂ) * ((L ν b : ℝ) : ℂ)) • (γ b * γ a) := by
    rw [Finset.sum_mul_sum, Finset.sum_comm]
    refine Finset.sum_congr rfl fun a _ => Finset.sum_congr rfl fun b _ => ?_
    rw [smul_mul_smul_comm, mul_comm ((L ν b : ℝ) : ℂ)]
  have hg : ∀ a b, γ a * γ b + γ b * γ a = (2 * ((eta a b : ℝ) : ℂ)) • (1 : A) := hγ
  rw [hS μ, hS ν, h2, Finset.sum_mul_sum] at h1
  simp only [smul_mul_smul_comm, ← Finset.sum_add_distrib, ← smul_add, hg, smul_smul,
    ← Finset.sum_smul] at h1
  have h3 := (algebraMap ℂ A).injective
    (by simpa only [Algebra.algebraMap_eq_smul_one] using h1)
  have h4 : ∑ a, ∑ b, L μ a * L ν b * (2 * eta a b) = 2 * eta μ ν := by exact_mod_cast h3
  have h5 : ∑ a, ∑ b, L μ a * L ν b * (2 * eta a b) = 2 * (L * eta * Lᵀ) μ ν := by
    simp only [Matrix.mul_apply, Matrix.transpose_apply, Finset.sum_mul, Finset.mul_sum]
    rw [Finset.sum_comm]
    refine Finset.sum_congr rfl fun b _ => Finset.sum_congr rfl fun a _ => ?_
    ring
  linarith
```

## The pseudoscalar law

The conjugated gammas anticommute and are mixtures of the original ones with matrix $L$. The determinant result gives
$$S^{-1}\gamma_5S=i\,Q(S^{-1}\gamma S)=\det(L)\,\gamma_5 .$$
This step does not need $1\neq0$.

```lean
/-- Under a spinor transformation that implements `L` on the gammas, the chirality element is
multiplied by the determinant of `L`. -/
theorem gamma5_transform {γ : Fin 4 → A} (hγ : IsGamma γ) {S : Aˣ}
    {L : Matrix (Fin 4) (Fin 4) ℝ} (hS : Implements γ S L) :
    (↑S⁻¹ : A) * gamma5 γ * S = ((L.det : ℝ) : ℂ) • gamma5 γ := by
  have ha : Anticommuting γ := by
    intro i j hij
    apply eq_neg_of_add_eq_zero_left
    rw [hγ i j]
    simp [eta, hij]
  have hc : ∀ a b, (↑S⁻¹ : A) * a * S * (↑S⁻¹ * b * S) = ↑S⁻¹ * (a * b) * S := by
    intro a b
    simp [mul_assoc]
  have h := quad_det γ ha (L.map fun x => (x : ℂ)) (fun i => (↑S⁻¹ : A) * γ i * (S : A)) hS
    (fun i j hij => by
      change (↑S⁻¹ : A) * γ i * S * (↑S⁻¹ * γ j * S) = -(↑S⁻¹ * γ j * S * (↑S⁻¹ * γ i * S))
      rw [hc, hc, ha i j hij, mul_neg, neg_mul])
  have hd : (L.map fun x => (x : ℂ)).det = ((L.det : ℝ) : ℂ) :=
    (Complex.ofRealHom.map_det L).symm
  have hq : quad (fun i => (↑S⁻¹ : A) * γ i * S) = ↑S⁻¹ * quad γ * S := by
    simp only [quad, hc]
  rw [hq, hd] at h
  rw [gamma5, mul_smul_comm, smul_mul_assoc, h, smul_comm]
```

## The axial vector law and the combined theorem

Inserting $SS^{-1}$ between the factors gives
$$S^{-1}\gamma^\mu\gamma_5S=(S^{-1}\gamma^\mu S)(S^{-1}\gamma_5S)=\sum_\nu\det(L)\,L^\mu{}_\nu\,\gamma^\nu\gamma_5 .$$
The theorem `bilinear_covariance` states the Lorentz condition and both transformation laws together, for every $S$ and $L$ related as above.

These are laws for elements of the algebra; spinors and the Dirac adjoint do not occur. They carry over to $\bar\psi\gamma_5\psi$ and $\bar\psi\gamma^\mu\gamma_5\psi$ when $\psi'=S\psi$ and $\bar\psi'=\bar\psi S^{-1}$, as for boosts, rotations and parity with the usual normalised $S$.

```lean
/-- In a nontrivial algebra, let a spinor transformation implement `L` on the gammas. Then `L` is
a Lorentz matrix, gamma5 is a pseudoscalar, and gamma^mu gamma5 is an axial vector. -/
theorem bilinear_covariance [Nontrivial A] {γ : Fin 4 → A} (hγ : IsGamma γ) {S : Aˣ}
    {L : Matrix (Fin 4) (Fin 4) ℝ} (hS : Implements γ S L) :
    L * eta * Lᵀ = eta ∧
    (↑S⁻¹ : A) * gamma5 γ * S = ((L.det : ℝ) : ℂ) • gamma5 γ ∧
    ∀ μ, (↑S⁻¹ : A) * (γ μ * gamma5 γ) * S =
      ∑ ν, ((L.det * L μ ν : ℝ) : ℂ) • (γ ν * gamma5 γ) := by
  refine ⟨lorentz_condition hγ hS, gamma5_transform hγ hS, fun μ => ?_⟩
  -- conjugate the two factors separately
  have h : (↑S⁻¹ : A) * (γ μ * gamma5 γ) * S = ↑S⁻¹ * γ μ * S * (↑S⁻¹ * gamma5 γ * S) := by
    simp [mul_assoc]
  rw [h, hS μ, gamma5_transform hγ hS, Finset.sum_mul]
  refine Finset.sum_congr rfl fun ν _ => ?_
  rw [smul_mul_smul_comm, Complex.ofReal_mul, mul_comm ((L μ ν : ℝ) : ℂ)]
```

## Parity

Setting $\mu=\nu=0$ in the Clifford relation gives $2(\gamma^0)^2=2$, so $(\gamma^0)^2=1$.

```lean
/-- The square of the time-like gamma is one. -/
theorem gamma_zero_sq {γ : Fin 4 → A} (hγ : IsGamma γ) : γ 0 * γ 0 = 1 := by
  have h := hγ 0 0
  have e : eta 0 0 = 1 := by simp [eta]
  rw [e, Complex.ofReal_one, mul_one] at h
  linear_combination (norm := module) (1 / 2 : ℂ) • h
```

Thus $\gamma^0$ is its own inverse and can serve as a spinor transformation.

```lean
/-- The parity transformation of spinors, given by the time-like gamma. -/
def parity {γ : Fin 4 → A} (hγ : IsGamma γ) : Aˣ :=
  ⟨γ 0, γ 0, gamma_zero_sq hγ, gamma_zero_sq hγ⟩
```

It leaves $\gamma^0$ unchanged, and for a space index $k$ it gives $\gamma^0\gamma^k\gamma^0=-\gamma^k(\gamma^0)^2=-\gamma^k$. The implemented matrix is therefore $\eta$ itself. Since $\det\eta=-1$, parity sends $\gamma_5$ to $-\gamma_5$. In relativistic electronic structure this sign makes the $\gamma_5$ term of the electron–nucleus weak interaction odd under parity, although the algebra here contains only the constant matrices and no wavefunctions.

```lean
/-- Parity implements diag(1, -1, -1, -1) on the gammas and reverses the sign of gamma5. -/
theorem parity_gamma5 {γ : Fin 4 → A} (hγ : IsGamma γ) :
    Implements γ (parity hγ) eta ∧
    (↑(parity hγ)⁻¹ : A) * gamma5 γ * (parity hγ : A) = -gamma5 γ := by
  have hP : Implements γ (parity hγ) eta := by
    intro μ
    change γ 0 * γ μ * γ 0 = _
    have hs : ∑ ν, ((eta μ ν : ℝ) : ℂ) • γ ν = ((eta μ μ : ℝ) : ℂ) • γ μ :=
      Finset.sum_eq_single μ (fun ν _ hν => by simp [eta, hν.symm]) (by simp)
    rw [hs]
    by_cases h : μ = 0
    · subst h
      simp [eta, gamma_zero_sq hγ]
    · have h0 : γ 0 * γ μ = -(γ μ * γ 0) := by
        apply eq_neg_of_add_eq_zero_left
        rw [hγ 0 μ]
        simp [eta, Ne.symm h]
      rw [h0, neg_mul, mul_assoc, gamma_zero_sq hγ]
      simp [eta, h]
  refine ⟨hP, ?_⟩
  have hd : eta.det = -1 := by simp [eta, Matrix.det_diagonal, Fin.prod_univ_four]
  rw [gamma5_transform hγ hP, hd]
  simp
```

For a general $L$, taking determinants in $L\eta L^T=\eta$ gives $-(\det L)^2=-1$, so $\det L=\pm1$.

```lean
/-- In a nontrivial algebra, a matrix implemented on the gammas by a spinor transformation has
determinant plus or minus one. -/
theorem det_eq_one_or_neg_one [Nontrivial A] {γ : Fin 4 → A} (hγ : IsGamma γ) {S : Aˣ}
    {L : Matrix (Fin 4) (Fin 4) ℝ} (hS : Implements γ S L) : L.det = 1 ∨ L.det = -1 := by
  have h := congrArg Matrix.det (lorentz_condition hγ hS)
  have hd : eta.det = -1 := by simp [eta, Matrix.det_diagonal, Fin.prod_univ_four]
  rw [Matrix.det_mul, Matrix.det_mul, Matrix.det_transpose, hd] at h
  exact mul_self_eq_one_iff.mp (by linear_combination -h)
```

## A boost at three fifths of the speed of light

Let $B=\gamma^0\gamma^3$. Then $B^2=1$, and $S=3+B$ has inverse $(3-B)/8$; the normalised element is $S/\sqrt8$, and the factor cancels in conjugation. Since $B$ anticommutes with $\gamma^0$ and $B\gamma^0=-\gamma^3$,
$$S^{-1}\gamma^0S=\tfrac18(3-B)^2\gamma^0=\tfrac54\gamma^0+\tfrac34\gamma^3 .$$
Likewise $\gamma^3\mapsto\tfrac34\gamma^0+\tfrac54\gamma^3$, while $\gamma^1$ and $\gamma^2$ are unchanged. Hence $\det L=\tfrac{25}{16}-\tfrac9{16}=1$, and $\gamma_5$ is unchanged.

With $S\gamma^0$ in place of $S$, the matrix becomes $L\eta$, with determinant $-1$. Now
$$\gamma^0\mapsto\tfrac54\gamma^0-\tfrac34\gamma^3,\qquad \gamma^0\gamma_5\mapsto-\tfrac54\gamma^0\gamma_5+\tfrac34\gamma^3\gamma_5 .$$
The vector and the axial vector differ by the sign of the determinant.

## The Dirac matrices as an instance

The Pauli matrices are numbered $\sigma_0,\sigma_1,\sigma_2$ here, to match `Fin 3`; they are the usual $x$, $y$ and $z$ matrices.

```lean
/-- The three Pauli matrices. -/
def pauli : Fin 3 → Matrix (Fin 2) (Fin 2) ℂ :=
  ![!![0, 1; 1, 0], !![0, -Complex.I; Complex.I, 0], !![1, 0; 0, -1]]
```

In two-by-two blocks, with $i=0,1,2$,
$$\gamma^0=\begin{pmatrix}1&0\\0&-1\end{pmatrix},\qquad \gamma^{i+1}=\begin{pmatrix}0&\sigma_i\\-\sigma_i&0\end{pmatrix}.$$

```lean
/-- The gamma matrices in the Dirac representation, in two-by-two blocks. -/
def diracGamma : Fin 4 → Matrix (Fin 2 ⊕ Fin 2) (Fin 2 ⊕ Fin 2) ℂ :=
  Fin.cons (α := fun _ => Matrix (Fin 2 ⊕ Fin 2) (Fin 2 ⊕ Fin 2) ℂ)
    (Matrix.fromBlocks 1 0 0 (-1)) fun i => Matrix.fromBlocks 0 (pauli i) (-pauli i) 0
```

The square of $\gamma^0$ is 1. In the anticommutator of $\gamma^0$ with $\gamma^{i+1}$ the off-diagonal blocks cancel. For two space indices, both diagonal blocks equal $-(\sigma_i\sigma_j+\sigma_j\sigma_i)=-2\delta_{ij}\,1$. These are the Clifford relations. The proof first checks the Pauli anticommutators entry by entry (`hp`) and then compares the four blocks.

```lean
/-- The Dirac matrices satisfy the Clifford relations. -/
theorem diracGamma_witness : IsGamma diracGamma := by
  have hp : ∀ i j, pauli i * pauli j + pauli j * pauli i =
      (2 * (if i = j then 1 else 0) : ℂ) • (1 : Matrix (Fin 2) (Fin 2) ℂ) := by
    intro i j
    fin_cases i <;> fin_cases j <;> ext a b <;> fin_cases a <;> fin_cases b <;>
      norm_num [pauli, Matrix.mul_apply, Fin.sum_univ_succ, Matrix.one_apply]
  have he : ∀ i j : Fin 3, ((eta i.succ j.succ : ℝ) : ℂ) = -(if i = j then 1 else 0) := by
    intro i j
    by_cases h : i = j <;> simp [eta, h, Fin.succ_ne_zero]
  have h00 : eta 0 0 = 1 := by simp [eta]
  have h0 : ∀ j : Fin 3, eta 0 j.succ = 0 := fun j =>
    Matrix.diagonal_apply_ne _ (Fin.succ_ne_zero j).symm
  have h0' : ∀ j : Fin 3, eta j.succ 0 = 0 := fun j =>
    Matrix.diagonal_apply_ne _ (Fin.succ_ne_zero j)
  intro μ ν
  rw [← Matrix.fromBlocks_one, Matrix.fromBlocks_smul]
  -- compare the four blocks for time and space indices
  refine Fin.cases ?_ (fun i => ?_) μ <;> refine Fin.cases ?_ (fun j => ?_) ν <;>
    simp only [diracGamma, Fin.cons_zero, Fin.cons_succ, Matrix.fromBlocks_multiply,
      Matrix.fromBlocks_add] <;>
    refine Matrix.fromBlocks_inj.mpr ⟨?_, ?_, ?_, ?_⟩ <;>
    simp only [h00, h0, h0', he, Matrix.mul_zero, Matrix.zero_mul, Matrix.mul_one,
      Matrix.one_mul, Matrix.mul_neg, Matrix.neg_mul, neg_neg, neg_zero, add_zero, zero_add,
      ← neg_add, hp, Complex.ofReal_one, Complex.ofReal_zero] <;>
    module

end

end DiracBilinearCovariance
```

```lean
#print axioms DiracBilinearCovariance.gamma5_transform
#print axioms DiracBilinearCovariance.bilinear_covariance
#print axioms DiracBilinearCovariance.parity_gamma5
#print axioms DiracBilinearCovariance.det_eq_one_or_neg_one
```

```
'DiracBilinearCovariance.gamma5_transform' depends on axioms: [propext, Classical.choice, Quot.sound]
'DiracBilinearCovariance.bilinear_covariance' depends on axioms: [propext, Classical.choice, Quot.sound]
'DiracBilinearCovariance.parity_gamma5' depends on axioms: [propext, Classical.choice, Quot.sound]
'DiracBilinearCovariance.det_eq_one_or_neg_one' depends on axioms: [propext, Classical.choice, Quot.sound]
```
